# A single zero mode on the larger sublattice gives the Green's matrix a 1/E pole

Take allyl in a nearest-neighbour tight-binding model with every on-site energy set to zero: two end carbons, 0 and 1, each joined to the centre by a hopping $t\neq0$. For $G(E)=(E-H)^{-1}$ I find
$$G_{01}(E)=\frac{|t|^2}{E\,(E^2-2|t|^2)},$$
which blows up as $E\to0$. In butadiene, the element between the first and third carbons vanishes at $E=0$. Both pairs lie within one sublattice, so why does one give a resonance and the other a node? Is allyl special?

## The extra site leaves one state at zero energy

Allyl is not special. Its zero mode has end amplitudes $(1,-1)/\sqrt2$, and their product is the limit $E\,G_{01}\to-1/2$. Butadiene has no zero mode.

In general, let $C$ couple sublattice $B$ to $A$, so that $H(x,y)=(Cy,C^\dagger x)$. Suppose $|A|=|B|+1$ and $\operatorname{rank}C=|B|$. The size difference forces a zero mode; the rank condition excludes any further ones. By rank–nullity, $\ker C=0$ and $\dim\ker C^\dagger=|A|-|B|=1$. Normalising a vector in $\ker C^\dagger$ gives $v$, and $w=(v,0)$ spans $\ker H$.

Put $P=ww^\dagger$. Then $HP=0$, $PH=(HP)^\dagger=0$ and $P^2=P$. Let $K(E)=E-H-P$. If $K(0)x=0$, then $Hx+Px=0$. Multiplying by $P$ gives $Px=0$, hence $Hx=0$ and $x=cw$. But then $0=Px=cw=x$. So $K(0)$ is invertible, and by continuity of the determinant so is $K(E)$ near zero, with a continuous inverse $R(E)$.

Since $P$ commutes with $K$, it commutes with $R$. For $E\neq0$,
$$(E-H)\frac PE=P,$$
$$(E-H)R(1-P)=(K+P)R(1-P)=1-P+RP(1-P)=1-P.$$
Adding these gives
$$G=\frac PE+R(1-P),\qquad E\,G=P+E\,R(1-P)\to P.$$
Thus $E\,G_{ij}\to w_i\overline{w_j}$. If both amplitudes are nonzero, $|G_{ij}|=|E\,G_{ij}|/|E|$ diverges. A pair with a vanishing amplitude has no pole.

For the node, suppose instead that $H$ is invertible, which requires $|A|=|B|$, and let $(x,y)$ be the column of $G(0)=(0-H)^{-1}$ belonging to an $A$ site. The $B$ rows of $-HG(0)=1$ give $C^\dagger x=0$. Hence $H(x,0)=0$, so $x=0$: every element between two $A$ sites vanishes.

In the smallest radical, $A$ is one site and $B$ is empty. Then $H=0$, $G=1/E$ and $E\,G=1$.

## What the Lean statements say

`hamiltonian C` is the block matrix on `A ⊕ B`, with `Sum.inl` marking $A$ sites. Its zero diagonal blocks mean equal on-site energies, taken as the energy zero, and no hopping within a sublattice. `Sum.elim v 0` is $w$, and `star v ⬝ᵥ v = 1` is its normalisation.

`radical_resonance` gives the vector, the kernel, invertibility of $E-H$ for all sufficiently small nonzero real $E$, and the limit for every pair of sites. The filter `𝓝[≠] 0` means approach from either side without reaching zero. The invertibility clause matters because Lean assigns a value even to the inverse of a singular matrix.

The result bears on interference in molecular conductance, but the model is a finite, non-interacting molecule without leads, so it gives no transmission or linewidth.

The energy could also have been a complex variable, as in a retarded Green's function. The limit would be the same, now including approach along the imaginary axis; `resolvent_split` already allows complex `E`.

```lean
import Mathlib

open Matrix Filter Topology Module
open scoped ComplexOrder

namespace RadicalInterference

noncomputable section

variable {n A B : Type*} [Fintype n] [DecidableEq n] [Fintype A] [DecidableEq A]
  [Fintype B] [DecidableEq B]

/-- The Hermitian Hamiltonian whose only matrix elements are the couplings `C` between
sublattices `A` and `B`. -/
def hamiltonian (C : Matrix A B ℂ) : Matrix (A ⊕ B) (A ⊕ B) ℂ :=
  fromBlocks 0 C Cᴴ 0

/-- The Green's matrix `(E - H)⁻¹` at a real energy `E` that is not an eigenvalue of `H`. -/
def green (H : Matrix n n ℂ) (E : ℝ) : Matrix n n ℂ := ((E : ℂ) • 1 - H)⁻¹

/-- The matrix `|w⟩⟨w|`, with entries `w i * conj (w j)`. -/
def modeProjector (w : n → ℂ) : Matrix n n ℂ := vecMulVec w (star w)

omit [DecidableEq A] [DecidableEq B] in
/-- The Hamiltonian sends amplitudes on `B` to `A` through `C`, and amplitudes on `A` to `B`
through the adjoint of `C`. -/
theorem hamiltonian_mulVec (C : Matrix A B ℂ) (x : A → ℂ) (y : B → ℂ) :
    hamiltonian C *ᵥ Sum.elim x y = Sum.elim (C *ᵥ y) (Cᴴ *ᵥ x) := by
  simp [hamiltonian, fromBlocks_mulVec]

omit [DecidableEq A] [DecidableEq B] in
/-- If `A` has one site more than `B` and the coupling has rank equal to the size of `B`, the
kernel of the Hamiltonian is spanned by a unit vector supported on `A`. -/
theorem exists_zero_mode (C : Matrix A B ℂ) (hcard : Fintype.card A = Fintype.card B + 1)
    (hrank : C.rank = Fintype.card B) :
    ∃ v : A → ℂ, star v ⬝ᵥ v = 1 ∧
      LinearMap.ker (hamiltonian C).mulVecLin = Submodule.span ℂ {Sum.elim v 0} := by
  -- rank-nullity: `C` is injective and its adjoint has a one-dimensional kernel
  have hinj : LinearMap.ker C.mulVecLin = ⊥ := by
    have h := C.mulVecLin.finrank_range_add_finrank_ker
    have h1 : finrank ℂ (LinearMap.range C.mulVecLin) = Fintype.card B := hrank
    rw [h1, Module.finrank_fintype_fun_eq_card] at h
    exact Submodule.finrank_eq_zero.1 (by omega)
  have hone : finrank ℂ (LinearMap.ker Cᴴ.mulVecLin) = 1 := by
    have h := Cᴴ.mulVecLin.finrank_range_add_finrank_ker
    have h1 : finrank ℂ (LinearMap.range Cᴴ.mulVecLin) = Fintype.card B :=
      (Matrix.rank_conjTranspose C).trans hrank
    rw [h1, Module.finrank_fintype_fun_eq_card] at h
    omega
  obtain ⟨⟨u, hu⟩, hu0, hspan⟩ := finrank_eq_one_iff'.1 hone
  have hu' : Cᴴ *ᵥ u = 0 := hu
  have hune : u ≠ 0 := fun h => hu0 (Subtype.ext h)
  -- normalise the kernel vector
  obtain ⟨a, ha⟩ := Function.ne_iff.1 hune
  have hr : 0 < ∑ a, Complex.normSq (u a) :=
    Finset.sum_pos' (fun a _ => Complex.normSq_nonneg _)
      ⟨a, Finset.mem_univ a, Complex.normSq_pos.2 ha⟩
  have hdot : star u ⬝ᵥ u = ((∑ a, Complex.normSq (u a) : ℝ) : ℂ) := by
    simp [dotProduct, Complex.normSq_eq_conj_mul_self]
  obtain ⟨s, hs0, hs⟩ : ∃ s : ℝ, s ≠ 0 ∧ s * s = ∑ a, Complex.normSq (u a) :=
    ⟨_, (Real.sqrt_pos.2 hr).ne', Real.mul_self_sqrt hr.le⟩
  have hsC : (s : ℂ) ≠ 0 := Complex.ofReal_ne_zero.2 hs0
  refine ⟨(s : ℂ)⁻¹ • u, ?_, ?_⟩
  · have hstar : star ((s : ℂ)⁻¹) = (s : ℂ)⁻¹ := by simp
    rw [star_smul, smul_dotProduct, dotProduct_smul, hdot, ← hs, hstar, smul_eq_mul,
      smul_eq_mul, Complex.ofReal_mul]
    field_simp
  · ext x
    obtain ⟨x₁, x₂, rfl⟩ : ∃ x₁ x₂, x = Sum.elim x₁ x₂ :=
      ⟨x ∘ Sum.inl, x ∘ Sum.inr, (Sum.elim_comp_inl_inr x).symm⟩
    rw [Submodule.mem_span_singleton, LinearMap.mem_ker, mulVecLin_apply]
    constructor
    · intro hx
      rw [hamiltonian_mulVec] at hx
      have h1 : C *ᵥ x₂ = 0 := funext fun a => congrFun hx (Sum.inl a)
      have h2 : Cᴴ *ᵥ x₁ = 0 := funext fun b => congrFun hx (Sum.inr b)
      have h3 : x₂ ∈ LinearMap.ker C.mulVecLin := h1
      rw [hinj, Submodule.mem_bot] at h3
      obtain ⟨c, hc⟩ := hspan ⟨x₁, h2⟩
      have hc' : c • u = x₁ := congrArg Subtype.val hc
      refine ⟨c * s, ?_⟩
      rw [h3, ← hc']
      ext (a | b)
      · simp only [Pi.smul_apply, Sum.elim_inl, smul_eq_mul]
        field_simp
      · simp
    · rintro ⟨c, hc⟩
      rw [← hc, mulVec_smul, hamiltonian_mulVec, mulVec_smul, hu']
      ext (a | b) <;> simp

omit [DecidableEq n] in
/-- For a unit zero mode `w` of a Hermitian `H`, the matrix `|w⟩⟨w|` is idempotent and its
products with `H` in either order vanish. -/
theorem modeProjector_relations {H : Matrix n n ℂ} (hH : H.IsHermitian) {w : n → ℂ}
    (hw : star w ⬝ᵥ w = 1) (hHw : H *ᵥ w = 0) :
    H * modeProjector w = 0 ∧ modeProjector w * H = 0 ∧
      modeProjector w * modeProjector w = modeProjector w := by
  have h1 : H * modeProjector w = 0 := by
    ext i j
    have h : ∑ k, H i k * w k = 0 := congrFun hHw i
    simp only [mul_apply, modeProjector, vecMulVec_apply, ← mul_assoc, ← Finset.sum_mul, h,
      zero_mul, Matrix.zero_apply]
  have hP : (modeProjector w)ᴴ = modeProjector w := by
    ext i j
    simp [modeProjector, conjTranspose_apply, vecMulVec_apply, mul_comm]
  refine ⟨h1, ?_, ?_⟩
  · calc modeProjector w * H = (H * modeProjector w)ᴴ := by rw [conjTranspose_mul, hP, hH.eq]
      _ = 0 := by rw [h1, conjTranspose_zero]
  · ext i j
    have h : ∑ k, (star w) k * w k = 1 := hw
    simp only [mul_apply, modeProjector, vecMulVec_apply]
    calc _ = w i * (∑ k, (star w) k * w k) * (star w) j := by
          rw [Finset.mul_sum, Finset.sum_mul]
          exact Finset.sum_congr rfl fun k _ => by ring
      _ = _ := by rw [h, mul_one]

/-- For a unit zero mode `w` of a Hermitian `H`, with `P = |w⟩⟨w|`, `E ≠ 0` and `R` the inverse
of `E - H - P`, the inverse of `E - H` is the pole `P / E` plus `R (1 - P)`. -/
theorem resolvent_split {H : Matrix n n ℂ} (hH : H.IsHermitian) {w : n → ℂ}
    (hw : star w ⬝ᵥ w = 1) (hHw : H *ᵥ w = 0) {E : ℂ} (hE : E ≠ 0) {R : Matrix n n ℂ}
    (hR : (E • 1 - H - modeProjector w) * R = 1) :
    (E • 1 - H) * (E⁻¹ • modeProjector w + R * (1 - modeProjector w)) = 1 := by
  obtain ⟨hHP, hPH, hPP⟩ := modeProjector_relations hH hw hHw
  generalize modeProjector w = P at *
  obtain ⟨K, hK⟩ : ∃ K, K = E • 1 - H - P := ⟨_, rfl⟩
  rw [← hK] at hR
  have hR' : R * K = 1 := mul_eq_one_comm.1 hR
  have hPK : P * K = K * P := by
    rw [hK]
    simp only [mul_sub, sub_mul, mul_smul_comm, smul_mul_assoc, mul_one, one_mul, hHP, hPH]
  -- the projector commutes with `R`
  have hc : P * R = R * P := by
    calc P * R = (R * K) * P * R := by rw [hR', one_mul]
      _ = R * (K * P) * R := by simp only [mul_assoc]
      _ = R * (P * K) * R := by rw [hPK]
      _ = R * P * (K * R) := by simp only [mul_assoc]
      _ = R * P := by rw [hR, mul_one]
  have h1 : (E • 1 - H) * P = E • P := by
    rw [sub_mul, smul_mul_assoc, one_mul, hHP, sub_zero]
  have h2 : E • 1 - H = K + P := by rw [hK]; abel
  have h3 : (E • 1 - H) * (R * (1 - P)) = 1 - P := by
    rw [h2]
    calc (K + P) * (R * (1 - P)) = K * R * (1 - P) + P * R * (1 - P) := by noncomm_ring
      _ = 1 - P + R * (P - P * P) := by rw [hR, hc]; noncomm_ring
      _ = 1 - P := by rw [hPP, sub_self, mul_zero, add_zero]
  rw [mul_add, mul_smul_comm, h1, h3, smul_smul, inv_mul_cancel₀ hE, one_smul]
  abel

/-- If the kernel of a Hermitian `H` is spanned by a unit vector `w`, then `E - H` is invertible
for small nonzero real `E`, and `E` times the Green's matrix tends to `|w⟩⟨w|` entrywise. -/
theorem resolvent_pole {H : Matrix n n ℂ} (hH : H.IsHermitian) {w : n → ℂ}
    (hw : star w ⬝ᵥ w = 1) (hker : LinearMap.ker H.mulVecLin = Submodule.span ℂ {w}) :
    (∀ᶠ E : ℝ in 𝓝[≠] 0, IsUnit ((E : ℂ) • 1 - H)) ∧
      ∀ i j, Tendsto (fun E : ℝ => (E : ℂ) * green H E i j) (𝓝[≠] 0)
        (𝓝 (w i * star (w j))) := by
  have hHw : H *ᵥ w = 0 := by
    have h : w ∈ LinearMap.ker H.mulVecLin := hker ▸ Submodule.mem_span_singleton_self w
    exact h
  obtain ⟨-, hPH, hPP⟩ := modeProjector_relations hH hw hHw
  let K : ℝ → Matrix n n ℂ := fun E => (E : ℂ) • 1 - H - modeProjector w
  have hKc : Continuous K :=
    ((Complex.continuous_ofReal.smul continuous_const).sub continuous_const).sub
      continuous_const
  -- adding the projector removes the zero mode
  have hdet : (K 0).det ≠ 0 := by
    intro h0
    obtain ⟨x, hx0, hx⟩ := exists_mulVec_eq_zero_iff.2 h0
    simp only [K, sub_mulVec, neg_mulVec, Complex.ofReal_zero, zero_smul, zero_sub] at hx
    have hsum : H *ᵥ x + modeProjector w *ᵥ x = 0 := by
      linear_combination (norm := module) (-1 : ℂ) • hx
    have hPx : modeProjector w *ᵥ x = 0 := by
      have h := congrArg (fun y => modeProjector w *ᵥ y) hsum
      simpa only [mulVec_add, mulVec_mulVec, hPH, hPP, zero_mulVec, zero_add, mulVec_zero]
        using h
    have hHx : x ∈ LinearMap.ker H.mulVecLin := by
      rw [hPx, add_zero] at hsum
      exact hsum
    rw [hker, Submodule.mem_span_singleton] at hHx
    obtain ⟨c, rfl⟩ := hHx
    have hPw : modeProjector w *ᵥ w = w := by
      ext i
      have h : ∑ k, (star w) k * w k = 1 := hw
      simp only [mulVec, dotProduct, modeProjector, vecMulVec_apply, mul_assoc,
        ← Finset.mul_sum, h, mul_one]
    rw [mulVec_smul, hPw] at hPx
    exact hx0 hPx
  have hev : ∀ᶠ E : ℝ in 𝓝[≠] 0, E ≠ 0 ∧ (K E).det ≠ 0 :=
    (eventually_mem_nhdsWithin).and
      ((hKc.matrix_det.continuousAt.eventually_ne hdet).filter_mono nhdsWithin_le_nhds)
  have hinv : ∀ E : ℝ, E ≠ 0 → (K E).det ≠ 0 →
      ((E : ℂ) • 1 - H) * ((E : ℂ)⁻¹ • modeProjector w +
        ((K E).det⁻¹ • (K E).adjugate) * (1 - modeProjector w)) = 1 := by
    intro E hE hd
    refine resolvent_split hH hw hHw (Complex.ofReal_ne_zero.2 hE) ?_
    change K E * ((K E).det⁻¹ • (K E).adjugate) = 1
    rw [mul_smul_comm, mul_adjugate, smul_smul, inv_mul_cancel₀ hd, one_smul]
  refine ⟨hev.mono fun E h => (isUnit_iff_isUnit_det _).2
    (isUnit_det_of_right_inverse (hinv E h.1 h.2)), fun i j => ?_⟩
  -- the regular part is continuous at zero energy, so `E` times it vanishes there
  have hcont : ContinuousAt (fun E : ℝ => modeProjector w i j + (E : ℂ) *
      ((K E).det⁻¹ * ((K E).adjugate * (1 - modeProjector w)) i j)) 0 :=
    continuousAt_const.add (Complex.continuous_ofReal.continuousAt.mul
      ((hKc.matrix_det.continuousAt.inv₀ hdet).mul
        ((hKc.matrix_adjugate.matrix_mul continuous_const).matrix_elem i j).continuousAt))
  have hlim := hcont.tendsto.mono_left (nhdsWithin_le_nhds (s := {0}ᶜ))
  simp only [Complex.ofReal_zero, zero_mul, add_zero] at hlim
  refine Tendsto.congr' (hev.mono fun E h => ?_) hlim
  have hE : (E : ℂ) ≠ 0 := Complex.ofReal_ne_zero.2 h.1
  beta_reduce
  rw [green, inv_eq_right_inv (hinv E h.1 h.2), smul_mul_assoc, Matrix.add_apply,
    Matrix.smul_apply, Matrix.smul_apply, smul_eq_mul, smul_eq_mul, mul_add,
    mul_inv_cancel_left₀ hE]

/-- Let `A` have one site more than `B` and let the coupling have rank equal to the size of `B`.
Then a unit vector `v` on `A` spans the kernel of `H`, `E - H` is invertible for small nonzero
real `E`, and `E (E - H)⁻¹` tends entrywise to the projector on `v`. -/
theorem radical_resonance (C : Matrix A B ℂ) (hcard : Fintype.card A = Fintype.card B + 1)
    (hrank : C.rank = Fintype.card B) :
    ∃ v : A → ℂ, star v ⬝ᵥ v = 1 ∧
      LinearMap.ker (hamiltonian C).mulVecLin = Submodule.span ℂ {Sum.elim v 0} ∧
      (∀ᶠ E : ℝ in 𝓝[≠] 0, IsUnit ((E : ℂ) • 1 - hamiltonian C)) ∧
      ∀ i j, Tendsto (fun E : ℝ => (E : ℂ) * green (hamiltonian C) E i j) (𝓝[≠] 0)
        (𝓝 ((Sum.elim v 0 : A ⊕ B → ℂ) i * star ((Sum.elim v 0 : A ⊕ B → ℂ) j))) := by
  obtain ⟨v, hv, hk⟩ := exists_zero_mode C hcard hrank
  have hH : (hamiltonian C).IsHermitian := by
    simp [hamiltonian, Matrix.IsHermitian, fromBlocks_conjTranspose]
  have hw : star (Sum.elim v 0 : A ⊕ B → ℂ) ⬝ᵥ Sum.elim v 0 = 1 := by
    simpa [dotProduct, Fintype.sum_sum_type] using hv
  exact ⟨v, hv, hk, resolvent_pole hH hw hk⟩

/-- If the kernel of a Hermitian `H` is spanned by a unit vector `w` with nonzero amplitude on
sites `i` and `j`, the Green's matrix element between them diverges as `E` tends to zero. -/
theorem green_diverges {H : Matrix n n ℂ} (hH : H.IsHermitian) {w : n → ℂ}
    (hw : star w ⬝ᵥ w = 1) (hker : LinearMap.ker H.mulVecLin = Submodule.span ℂ {w})
    {i j : n} (hi : w i ≠ 0) (hj : w j ≠ 0) :
    Tendsto (fun E : ℝ => ‖green H E i j‖) (𝓝[≠] 0) atTop := by
  have hlim := ((resolvent_pole hH hw hker).2 i j).norm
  have hpos : 0 < ‖w i * star (w j)‖ := norm_pos_iff.2 (mul_ne_zero hi (star_ne_zero.2 hj))
  have habs : Tendsto (fun E : ℝ => |E|) (𝓝[≠] 0) (𝓝[>] 0) := by
    refine tendsto_nhdsWithin_iff.2 ⟨?_, eventually_mem_nhdsWithin.mono fun E hE => abs_pos.2 hE⟩
    simpa using (continuous_abs.tendsto (0 : ℝ)).mono_left (nhdsWithin_le_nhds (s := {0}ᶜ))
  refine Tendsto.congr' (eventually_mem_nhdsWithin.mono fun E hE => ?_)
    (hlim.pos_mul_atTop hpos (tendsto_inv_nhdsGT_zero.comp habs))
  have hE' : |E| ≠ 0 := abs_ne_zero.2 hE
  simp only [Function.comp_apply, norm_mul, Complex.norm_real, Real.norm_eq_abs]
  field_simp

/-- If the Hamiltonian has a zero-energy Green's matrix `G`, the inverse of `0 - H`, then `G`
vanishes between any two sites of `A`. -/
theorem closed_shell_node (C : Matrix A B ℂ) {G : Matrix (A ⊕ B) (A ⊕ B) ℂ}
    (hG : (0 - hamiltonian C) * G = 1) (i j : A) : G (Sum.inl i) (Sum.inl j) = 0 := by
  -- `H` annihilates the `A` part of a column of `G` that belongs to an `A` site
  have hcol : Cᴴ *ᵥ (fun a => G (Sum.inl a) (Sum.inl j)) = 0 := by
    ext b
    have h := congrFun (congrFun hG (Sum.inr b)) (Sum.inl j)
    simpa [hamiltonian, mul_apply, Fintype.sum_sum_type, mulVec, dotProduct] using h
  have hz : hamiltonian C *ᵥ Sum.elim (fun a => G (Sum.inl a) (Sum.inl j)) 0 = 0 := by
    rw [hamiltonian_mulVec, hcol, mulVec_zero]
    ext (a | b) <;> rfl
  have hx : (Sum.elim (fun a => G (Sum.inl a) (Sum.inl j)) 0 : A ⊕ B → ℂ) = 0 := by
    rw [← one_mulVec (Sum.elim (fun a => G (Sum.inl a) (Sum.inl j)) 0 : A ⊕ B → ℂ),
      ← mul_eq_one_comm.1 hG, ← mulVec_mulVec, sub_mulVec, hz, zero_mulVec, sub_zero,
      mulVec_zero]
  exact congrFun hx (Sum.inl i)

/-- The allyl coupling: two terminal sites, each joined to one central site by hopping `t`. -/
def allyl (t : ℂ) : Matrix (Fin 2) (Fin 1) ℂ := Matrix.of fun _ _ => t

/-- For the allyl radical with nonzero hopping, `E` times the Green's matrix element between the
two terminal sites tends to `-1/2` as `E` tends to zero. -/
theorem allyl_resonance {t : ℂ} (ht : t ≠ 0) :
    Tendsto (fun E : ℝ => (E : ℂ) * green (hamiltonian (allyl t)) E (Sum.inl 0) (Sum.inl 1))
      (𝓝[≠] 0) (𝓝 (-1 / 2)) := by
  have hrank : (allyl t).rank = Fintype.card (Fin 1) := by
    have hinj : Function.Injective (allyl t).mulVecLin := by
      intro x y hxy
      have h := congrFun hxy 0
      have h' : t * x 0 = t * y 0 := by
        simpa [allyl, mulVec, dotProduct] using h
      ext k
      rw [Subsingleton.elim k 0]
      exact mul_left_cancel₀ ht h'
    exact (LinearMap.finrank_range_of_inj hinj).trans (Module.finrank_fintype_fun_eq_card ℂ)
  obtain ⟨v, hv, hk, -, hlim⟩ := radical_resonance (allyl t) (by simp) hrank
  have hz : (Sum.elim v 0 : Fin 2 ⊕ Fin 1 → ℂ) ∈
      LinearMap.ker (hamiltonian (allyl t)).mulVecLin :=
    hk ▸ Submodule.mem_span_singleton_self _
  rw [LinearMap.mem_ker, mulVecLin_apply, hamiltonian_mulVec] at hz
  -- the zero mode has opposite amplitudes on the two ends
  have h : star t * v 0 + star t * v 1 = 0 := by
    simpa [allyl, mulVec, dotProduct, Fin.sum_univ_two] using congrFun hz (Sum.inr 0)
  have h' : v 0 = -v 1 := mul_left_cancel₀ (star_ne_zero.2 ht) (by linear_combination h)
  have hn : star (v 0) * v 0 + star (v 1) * v 1 = 1 := by
    simpa [dotProduct, Fin.sum_univ_two] using hv
  have e : v 0 * star (v 1) = -1 / 2 := by
    rw [h', star_neg] at hn
    rw [h']
    linear_combination (-1 / 2) * hn
  have hfin := hlim (Sum.inl 0) (Sum.inl 1)
  simp only [Sum.elim_inl] at hfin
  rwa [e] at hfin

end

end RadicalInterference
```

```lean
#print axioms RadicalInterference.green_diverges
-- 'RadicalInterference.green_diverges' depends on axioms: [propext, Classical.choice, Quot.sound]
#print axioms RadicalInterference.closed_shell_node
-- 'RadicalInterference.closed_shell_node' depends on axioms: [propext, Classical.choice, Quot.sound]
#print axioms RadicalInterference.allyl_resonance
-- 'RadicalInterference.allyl_resonance' depends on axioms: [propext, Classical.choice, Quot.sound]
```

## From the kernel to the limit in Lean

`exists_zero_mode` carries out the rank–nullity count and the normalisation. `modeProjector_relations` proves the three identities for $P$, and `resolvent_split` the formula for $G$.

In `resolvent_pole`, `hdet` is the argument that $K(0)$ is invertible. The inverse $R$ is written as the adjugate divided by the determinant, which makes its continuity at zero explicit. `Tendsto.congr'` then replaces $E\,G$ by $P+E\,R(1-P)$ near zero, and `radical_resonance` applies this to $w$.

`green_diverges` divides by $|E|$, while `closed_shell_node` follows the column argument. `allyl_resonance` checks the rank, then uses the kernel equation and normalisation to find the product $-1/2$, whatever the phase of $v$.
